# exp(−a r1 − b r2 − c u) is integrable over all distance triangles exactly when a+b, b+c and c+a are positive

Two electrons move around a fixed nucleus, at distances r1 and r2 from it and u from each other. Their repulsion favours a wavefunction that grows with u, so a correlated exponential may have c < 0. How negative can c be before its integral diverges?

```lean
import Mathlib

open MeasureTheory Set

namespace CorrelatedExponentialConvergence

noncomputable section
```

## Three distances that form a triangle

The distances are nonnegative and satisfy r1 ≤ r2 + u, r2 ≤ r1 + u and u ≤ r1 + r2. Call this set T. In Lean it is `triangleDomain`, a set of real triples `p` with r1 = `p.1`, r2 = `p.2.1` and u = `p.2.2`.

```lean
/-- The nonnegative distance triples `(r1, r2, u)` that obey all three triangle inequalities. -/
def triangleDomain : Set (ℝ × ℝ × ℝ) :=
  {p | 0 ≤ p.1 ∧ 0 ≤ p.2.1 ∧ 0 ≤ p.2.2 ∧
    p.1 ≤ p.2.1 + p.2.2 ∧ p.2.1 ≤ p.1 + p.2.2 ∧ p.2.2 ≤ p.1 + p.2.1}
```

The exponents a, b, c are arbitrary real numbers.

```lean
/-- The correlated exponential `exp(-a r1 - b r2 - c u)`. -/
def corrExp (a b c : ℝ) (p : ℝ × ℝ × ℝ) : ℝ :=
  Real.exp (-a * p.1 - b * p.2.1 - c * p.2.2)
```

`IntegrableOn (corrExp a b c) triangleDomain` says that this positive function has a finite integral over T with the flat measure dr1 dr2 du. The factor r1 r2 u, which appears in the volume element for S states, is absent, and no value of the integral is computed. For a product of two basis functions, a, b and c are the summed exponents.

Without the triangle inequalities the criterion fails. For a = b = 2, c = −1 all pair sums are positive, yet over the whole octant r1, r2, u ≥ 0 the factor exp(u) makes the integral diverge. In T, u cannot grow alone.

The next lemmas unfold the definitions, record positivity, and show that T is measurable because it is closed.

```lean
private lemma mem_domain (x y z : ℝ) : (x, y, z) ∈ triangleDomain ↔
    0 ≤ x ∧ 0 ≤ y ∧ 0 ≤ z ∧ x ≤ y + z ∧ y ≤ x + z ∧ z ≤ x + y := Iff.rfl

private lemma corrExp_mk (a b c x y z : ℝ) :
    corrExp a b c (x, y, z) = Real.exp (-a * x - b * y - c * z) := rfl

private lemma corrExp_pos (a b c : ℝ) (p : ℝ × ℝ × ℝ) : 0 < corrExp a b c p := by
  unfold corrExp
  exact Real.exp_pos _

private lemma measurable_domain : MeasurableSet triangleDomain := by
  apply IsClosed.measurableSet
  simp only [triangleDomain, Set.ofPred_and]
  refine IsClosed.inter ?_ (IsClosed.inter ?_ (IsClosed.inter ?_
    (IsClosed.inter ?_ (IsClosed.inter ?_ ?_))))
  all_goals exact isClosed_le (by fun_prop) (by fun_prop)
```

## Positive pair sums give decay

A pair sum is the decay rate when two distances grow together and the third stays fixed: a+c, for example, governs electron 1 leaving the atom. By hand, write

2(a r1 + b r2 + c u) = (a+b)(r1+r2−u) + (b+c)(r2+u−r1) + (c+a)(r1+u−r2).

In T each second factor is nonnegative. If every pair sum is at least 2m, the right-hand side is at least 2m(r1+r2+u), hence

a r1 + b r2 + c u ≥ m(r1 + r2 + u).

In Lean, `k1` says that (a+b−2m)(r1+r2−u) is nonnegative, `k2` and `k3` say the same for the other two pair sums, and `linarith` adds them.

```lean
/-- If every pair sum of exponents is at least `2m`, then `a x + b y + c z` is at least `m (x + y +
z)` for every triple `(x, y, z)` in the triangle domain. -/
theorem exponent_ge_perimeter {a b c m x y z : ℝ} (hab : 2 * m ≤ a + b)
    (hbc : 2 * m ≤ b + c) (hca : 2 * m ≤ c + a) (hp : (x, y, z) ∈ triangleDomain) :
    m * (x + y + z) ≤ a * x + b * y + c * z := by
  obtain ⟨-, -, -, h1, h2, h3⟩ := (mem_domain x y z).1 hp
  have k1 := mul_nonneg (sub_nonneg.2 hab) (sub_nonneg.2 h3)
  have k2 := mul_nonneg (sub_nonneg.2 hbc) (sub_nonneg.2 h1)
  have k3 := mul_nonneg (sub_nonneg.2 hca) (sub_nonneg.2 h2)
  linarith only [k1, k2, k3]
```

If the pair sums are positive, take m to be half the smallest. Then m > 0 and

exp(−a r1 − b r2 − c u) ≤ exp(−m r1) exp(−m r2) exp(−m u),

whose integral over the octant is 1/m³. In Lean, `e3` says that this product is integrable on a slightly larger box, which contains T, and `Integrable.mono'` concludes by domination.

```lean
/-- The correlated exponential is integrable over the triangle domain when all three pair sums
of its exponents are positive. -/
theorem integrable_of_pair_sums_pos {a b c : ℝ} (hab : 0 < a + b) (hbc : 0 < b + c)
    (hca : 0 < c + a) : IntegrableOn (corrExp a b c) triangleDomain := by
  obtain ⟨m, hm, h1, h2, h3⟩ : ∃ m : ℝ, 0 < m ∧ 2 * m ≤ a + b ∧ 2 * m ≤ b + c ∧
      2 * m ≤ c + a := by
    have hmin : 0 < min (a + b) (min (b + c) (c + a)) := lt_min hab (lt_min hbc hca)
    have k1 := min_le_left (a + b) (min (b + c) (c + a))
    have k2 := min_le_right (a + b) (min (b + c) (c + a))
    have k3 := min_le_left (b + c) (c + a)
    have k4 := min_le_right (b + c) (c + a)
    exact ⟨min (a + b) (min (b + c) (c + a)) / 2, by linarith, by linarith, by linarith,
      by linarith⟩
  -- A product of three decaying exponentials is integrable on a box containing the domain.
  have e1 : IntegrableOn (fun x : ℝ => Real.exp (-m * x)) (Ioi (-1 : ℝ)) :=
    exp_neg_integrableOn_Ioi (-1) hm
  have e2 : IntegrableOn (fun q : ℝ × ℝ => Real.exp (-m * q.1) * Real.exp (-m * q.2))
      (Ioi (-1 : ℝ) ×ˢ Ioi (-1 : ℝ)) := by
    unfold IntegrableOn
    rw [Measure.volume_eq_prod, ← Measure.prod_restrict]
    exact Integrable.mul_prod e1 e1
  have e3 : IntegrableOn (fun p : ℝ × ℝ × ℝ => Real.exp (-m * p.1) *
      (Real.exp (-m * p.2.1) * Real.exp (-m * p.2.2)))
      (Ioi (-1 : ℝ) ×ˢ (Ioi (-1 : ℝ) ×ˢ Ioi (-1 : ℝ))) := by
    unfold IntegrableOn
    rw [Measure.volume_eq_prod, ← Measure.prod_restrict]
    exact Integrable.mul_prod e1 e2
  have hsub : triangleDomain ⊆ Ioi (-1 : ℝ) ×ˢ (Ioi (-1 : ℝ) ×ˢ Ioi (-1 : ℝ)) := by
    rintro ⟨x, y, z⟩ hp
    obtain ⟨hx, hy, hz, -⟩ := (mem_domain x y z).1 hp
    simp only [Set.mem_prod, Set.mem_Ioi]
    exact ⟨by linarith, by linarith, by linarith⟩
  have hcont : Continuous (corrExp a b c) := by
    unfold corrExp
    fun_prop
  refine Integrable.mono' (e3.mono_set hsub) hcont.aestronglyMeasurable ?_
  refine ae_restrict_of_forall_mem measurable_domain ?_
  rintro ⟨x, y, z⟩ hp
  have hb := exponent_ge_perimeter h1 h2 h3 hp
  change ‖corrExp a b c (x, y, z)‖ ≤
    Real.exp (-m * x) * (Real.exp (-m * y) * Real.exp (-m * z))
  rw [Real.norm_of_nonneg (corrExp_pos a b c _).le, corrExp_mk, ← Real.exp_add,
    ← Real.exp_add]
  apply Real.exp_le_exp.2
  linarith only [hb]
```

Positivity cannot be weakened to nonnegativity. For a = b = 1, c = −1 we have b+c = c+a = 0. In T, r1 + r2 − u ≤ 2 r2, so the integrand is at least exp(−2) wherever r2 ≤ 1, and that part of T has infinite volume.

## A finite integral forces decay along every triangle direction

Now assume integrability, and let v = (v1, v2, v3) be a nonzero element of T. Suppose that w = a v1 + b v2 + c v3 ≤ 0. Let g be the exponential on T and zero elsewhere.

- If p is in T, so is p + v, and g(p+v) = exp(−w) g(p) ≥ g(p). If p is not in T, g(p) = 0 ≤ g(p+v). This is `hle`.
- Translation invariance gives ∫ [g(p+v) − g(p)] dp = 0. This is `hzero`.
- Put s = v1+v2+v3 > 0, and take the p for which every coordinate of p+v lies between s/6 and s/3. Then p+v is in T, since each coordinate is below s/3 and the other two sum to more than s/3. The coordinates of p sum to less than s − s = 0, so p is not in T. On this open box the increase is strict, so the integral is positive. This is `hpos`, which contradicts `hzero`.

```lean
/-- If the correlated exponential is integrable over the triangle domain, then `a v1 + b v2 + c v3`
is positive for every nonzero `v = (v1, v2, v3)` in that domain. -/
theorem exponent_pos_of_integrable {a b c : ℝ}
    (h : IntegrableOn (corrExp a b c) triangleDomain) {v : ℝ × ℝ × ℝ}
    (hv : v ∈ triangleDomain) (hv0 : v ≠ 0) : 0 < a * v.1 + b * v.2.1 + c * v.2.2 := by
  by_contra hneg
  obtain ⟨v1, v2, v3⟩ := v
  have hw : a * v1 + b * v2 + c * v3 ≤ 0 := not_lt.mp hneg
  clear hneg
  obtain ⟨p1, p2, p3, t1, t2, t3⟩ := (mem_domain v1 v2 v3).1 hv
  have hs : 0 < v1 + v2 + v3 := by
    by_contra hs
    have hs' := not_lt.mp hs
    have z1 : v1 = 0 := by linarith only [hs', p1, p2, p3]
    have z2 : v2 = 0 := by linarith only [hs', p1, p2, p3]
    have z3 : v3 = 0 := by linarith only [hs', p1, p2, p3]
    exact hv0 (Prod.ext z1 (Prod.ext z2 z3))
  have i2 : (volume : Measure (ℝ × ℝ)).IsAddHaarMeasure := by
    rw [Measure.volume_eq_prod]
    infer_instance
  have i3 : (volume : Measure (ℝ × ℝ × ℝ)).IsAddHaarMeasure := by
    rw [Measure.volume_eq_prod]
    infer_instance
  obtain ⟨g, hgd⟩ : ∃ g, g = triangleDomain.indicator (corrExp a b c) := ⟨_, rfl⟩
  have hg : Integrable g := by
    rw [hgd]
    exact (integrable_indicator_iff measurable_domain).2 h
  -- Translation by v keeps the domain inside itself and does not lower the function.
  have hle : ∀ p, g p ≤ g (p + (v1, v2, v3)) := by
    rintro ⟨x, y, z⟩
    change g (x, y, z) ≤ g (x + v1, y + v2, z + v3)
    by_cases hp : (x, y, z) ∈ triangleDomain
    · have hp' : (x + v1, y + v2, z + v3) ∈ triangleDomain := by
        obtain ⟨q1, q2, q3, s1, s2, s3⟩ := (mem_domain x y z).1 hp
        rw [mem_domain]
        refine ⟨?_, ?_, ?_, ?_, ?_, ?_⟩ <;> linarith
      rw [hgd, Set.indicator_of_mem hp, Set.indicator_of_mem hp', corrExp_mk, corrExp_mk]
      apply Real.exp_le_exp.2
      linarith only [hw]
    · rw [hgd, Set.indicator_of_notMem hp]
      exact Set.indicator_nonneg (fun p _ => (corrExp_pos a b c p).le) _
  have hgv : Integrable (fun p => g (p + (v1, v2, v3))) := hg.comp_add_right _
  have hzero : ∫ p, (g (p + (v1, v2, v3)) - g p) = 0 := by
    have e : ∫ p, g (p + (v1, v2, v3)) = ∫ p, g p := integral_add_right_eq_self g _
    exact (integral_sub hgv hg).trans (sub_eq_zero.2 e)
  -- An open box enters the domain only after translation, so the increase is strict there.
  have hpos : 0 < ∫ p, (g (p + (v1, v2, v3)) - g p) := by
    refine (integral_pos_iff_support_of_nonneg ?_ ?_).2 ?_
    · exact fun p => sub_nonneg.2 (hle p)
    · exact hgv.sub hg
    obtain ⟨s, hsd⟩ : ∃ s, s = v1 + v2 + v3 := ⟨_, rfl⟩
    have hI : ∀ t : ℝ, (Ioo (s / 6 - t) (s / 3 - t)).Nonempty :=
      fun t => Set.nonempty_Ioo.2 (by linarith only [hs, hsd])
    have hU : IsOpen (Ioo (s / 6 - v1) (s / 3 - v1) ×ˢ
        (Ioo (s / 6 - v2) (s / 3 - v2) ×ˢ Ioo (s / 6 - v3) (s / 3 - v3))) :=
      isOpen_Ioo.prod (isOpen_Ioo.prod isOpen_Ioo)
    refine lt_of_lt_of_le
      (hU.measure_pos volume ((hI v1).prod ((hI v2).prod (hI v3)))) (measure_mono ?_)
    rintro ⟨x, y, z⟩ hp
    simp only [Set.mem_prod, Set.mem_Ioo] at hp
    obtain ⟨⟨x1, x2⟩, ⟨y1, y2⟩, ⟨z1, z2⟩⟩ := hp
    have hin : (x + v1, y + v2, z + v3) ∈ triangleDomain := by
      rw [mem_domain]
      refine ⟨?_, ?_, ?_, ?_, ?_, ?_⟩ <;>
        linarith only [x1, x2, y1, y2, z1, z2, hs, hsd]
    have hout : (x, y, z) ∉ triangleDomain := by
      intro hp
      obtain ⟨q1, q2, q3, -⟩ := (mem_domain x y z).1 hp
      linarith only [x2, y2, z2, q1, q2, q3, hs, hsd]
    change g (x + v1, y + v2, z + v3) - g (x, y, z) ≠ 0
    rw [hgd, Set.indicator_of_mem hin, Set.indicator_of_notMem hout, sub_zero]
    exact (corrExp_pos a b c _).ne'
  exact hpos.ne' hzero
```

Both conditions on v matter: v = 0 gives w = 0, and v = (0,0,1), which is not in T, gives w = −1 in the convergent case a = b = 2, c = −1.

The directions (1,1,0), (0,1,1) and (1,0,1) yield the three pair sums, and with them the equivalence.

```lean
/-- For real exponents of any sign, the correlated exponential is integrable over the triangle
domain if and only if all three pair sums of exponents are positive. -/
theorem integrable_iff_pair_sums_pos (a b c : ℝ) :
    IntegrableOn (corrExp a b c) triangleDomain ↔ 0 < a + b ∧ 0 < b + c ∧ 0 < c + a := by
  constructor
  · intro h
    -- Test the three directions in which two distances grow and the third stays fixed.
    have h1 := exponent_pos_of_integrable h (v := (1, 1, 0))
      (by rw [mem_domain]; norm_num) (by simp [Prod.ext_iff])
    have h2 := exponent_pos_of_integrable h (v := (0, 1, 1))
      (by rw [mem_domain]; norm_num) (by simp [Prod.ext_iff])
    have h3 := exponent_pos_of_integrable h (v := (1, 0, 1))
      (by rw [mem_domain]; norm_num) (by simp [Prod.ext_iff])
    dsimp only at h1 h2 h3
    exact ⟨by linarith, by linarith, by linarith⟩
  · rintro ⟨hab, hbc, hca⟩
    exact integrable_of_pair_sums_pos hab hbc hca
```

At c = 0 the condition reduces to a > 0 and b > 0, as for an uncorrelated product.

## A negative interelectronic exponent

If c < 0, the condition becomes −c < a and −c < b; a+b > 0 then follows. The square of a single correlated exponential has exponents 2a, 2b and 2c, so the same two inequalities decide whether it is square-integrable with the flat measure. The physical norm of an S state also contains the factor r1 r2 u, which is not treated here.

```lean
/-- For a negative interelectronic exponent `c`, the correlated exponential is integrable over
the triangle domain if and only if both `a` and `b` exceed `-c`. -/
theorem integrable_iff_of_neg {a b c : ℝ} (hc : c < 0) :
    IntegrableOn (corrExp a b c) triangleDomain ↔ -c < a ∧ -c < b := by
  rw [integrable_iff_pair_sums_pos]
  constructor
  · rintro ⟨-, hbc, hca⟩
    exact ⟨by linarith, by linarith⟩
  · rintro ⟨ha, hb⟩
    exact ⟨by linarith, by linarith, by linarith⟩

end

end CorrelatedExponentialConvergence
```

The sign of c is needed here: c = 1, a = b = −1/2 satisfies both inequalities, but a+b = −1 and the integral diverges.

```lean
#print axioms CorrelatedExponentialConvergence.integrable_of_pair_sums_pos
-- 'CorrelatedExponentialConvergence.integrable_of_pair_sums_pos' depends on axioms: [propext, Classical.choice, Quot.sound]
#print axioms CorrelatedExponentialConvergence.integrable_iff_of_neg
-- 'CorrelatedExponentialConvergence.integrable_iff_of_neg' depends on axioms: [propext, Classical.choice, Quot.sound]
```
